# A harmonic well has the classical transition-state rate (ω/2π) exp(−βE)

The potential mω²x²/2 has no barrier, so an escape rate from it needs a definition in which the barrier is supplied separately. Here the barrier energy E is a free real number, measured on the same scale as the well potential U, and the Boltzmann weight of the well is integrated over the whole line. This is the usual harmonic idealisation: if k_B T is small compared with the barrier height and the true well is nearly harmonic where its weight lies, the integral is close to the true Boltzmann weight on the well's side of the barrier.

## Flux times density at the barrier top

Let β > 0 be the inverse temperature 1/(k_B T), m > 0 the mass and p the momentum. The normalised Maxwell density is

ρ(p) = exp(−βp²/(2m)) / ∫ exp(−βq²/(2m)) dq,

and the one-way flux is the velocity p/m averaged over ρ, counting right-movers only:

J = ∫_{p>0} (p/m) ρ(p) dp.

The transition-state rate out of a well U is J times the normalised position density at the barrier top:

k = J · exp(−βE) / ∫ exp(−βU(x)) dx.

For U(x) = mω²x²/2 with angular frequency ω > 0, the results are

J = 1/√(2πβm),

k = (ω/2π) exp(−βE).

The multidimensional version has n + 1 well modes with angular frequencies ω_i, i = 0, …, n, and n transverse saddle modes with angular frequencies ν_j, j = 0, …, n−1. Its rate is

k = (1/2π) · (∏ω_i / ∏ν_j) · exp(−βE).

## Prefactors in kinetic Monte Carlo

A kinetic Monte Carlo code can take its rates from this last expression, with frequencies from the mass-weighted Hessians at the minimum and the saddle, instead of assuming one fixed prefactor for all events. The expression holds for classical harmonic modes and a flux without recrossing correction. Both ω_i and ν_j are angular. If the code stores ordinary frequencies, each divided by 2π, the ratio of products already contains the factor 1/2π, and dividing by 2π again makes every rate too small by that factor.

The one-dimensional formula is also a useful test for a routine that computes the flux and the configuration integral numerically, because the two must combine to a prefactor free of β and m at fixed ω.

## How the mass and the temperature cancel

Put b = β/(2m). The function −exp(−bp²)/(2b) has derivative p exp(−bp²), vanishes at infinity and equals −1/(2b) at p = 0. Hence

∫_{p>0} p exp(−bp²) dp = 0 − (−1/(2b)) = 1/(2b) = m/β.

The normalising integral of the Maxwell density is Gaussian:

Z = √(π/b) = √(2πm/β).

The flux is therefore

J = (1/(mZ)) · (m/β) = 1/(βZ) = 1/√(2πβm).

The configuration integral of the well is Gaussian too, with parameter βmω²/2:

∫ exp(−βmω²x²/2) dx = √(2π/(βmω²)) = √(2π/(βm))/ω.

The two square roots multiply to

√(2πβm) · √(2π/(βm)) = √((2π)²) = 2π,

so that

k = exp(−βE) · ω / (√(2πβm) · √(2π/(βm))) = (ω/2π) exp(−βE).

Three consequences follow.

**Arrhenius slope.** Taking the logarithm gives ln k = ln(ω/2π) − βE. With E and ω independent of temperature, its derivative with respect to β is −E.

**Two masses in one potential.** For a fixed U with integrable Boltzmann weight, the factor exp(−βE)/∫ exp(−βU) dx is the same for both masses. Only the fluxes differ:

k(m₁)/k(m₂) = √(2πβm₂)/√(2πβm₁) = √(m₂/m₁).

**Several modes.** The rate now carries the transverse configuration integral at the saddle in its numerator. The exponential of a sum of mode energies is a product, so each configuration integral factorises. With c = √(2π/(βm)), the saddle contributes cⁿ/∏ν_j and the well cⁿ⁺¹/∏ω_i. Their quotient is

(cⁿ/∏ν_j) / (cⁿ⁺¹/∏ω_i) = ∏ω_i / (c ∏ν_j).

The remaining c combines with the flux as before, since √(2πβm) · c = 2π. For n = 0 there are no transverse modes, the empty product is 1, and the one-dimensional result returns.

## Mass 4 and mass 16 in numbers

In reduced units take β = 1, m = 4, ω = 2 and E = 5.

- The flux is J = 1/√(8π) ≈ 0.19947.
- The configuration integral is √(π/2)/2 ≈ 0.62666.
- The Boltzmann factor is exp(−5) ≈ 0.0067379.

The rate is 0.19947 × 0.0067379 / 0.62666 ≈ 0.002145, and the closed formula gives (1/π) × 0.0067379 ≈ 0.002145.

Now raise the mass to 16. If ω is held at 2, the flux and the configuration integral both halve and the rate is unchanged. If the potential is held fixed, the force constant mω² = 16 stays the same, ω drops to 1 and the rate halves, in agreement with √(16/4) = 2 for the ratio of the light to the heavy particle. The mass disappears from the formula only when ω is the quantity held constant.

## Definitions and proofs in Lean

```lean
import Mathlib

open MeasureTheory Filter Topology

namespace HarmonicTransitionState

noncomputable section

/-- The normalized Maxwell density of the momentum `p` of a particle of mass `m > 0` at inverse
temperature `β > 0`. -/
def maxwellDensity (β m p : ℝ) : ℝ :=
  Real.exp (-(β * (p ^ 2 / (2 * m)))) / ∫ q : ℝ, Real.exp (-(β * (q ^ 2 / (2 * m))))

/-- The one-way thermal flux: the velocity `p / m` averaged over the Maxwell density, counting
only particles that move to the right (`β, m > 0`). -/
def oneWayFlux (β m : ℝ) : ℝ :=
  ∫ p in Set.Ioi (0 : ℝ), p / m * maxwellDensity β m p

/-- The harmonic potential of a particle of mass `m` and angular frequency `ω`. -/
def harmonicWell (m ω x : ℝ) : ℝ := m * ω ^ 2 * x ^ 2 / 2

/-- The transition-state rate out of a well `U` over a barrier of energy `E`: the one-way flux
times the Boltzmann density at the barrier top, normalized over the well.
The domain is `β, m > 0` with `exp (-β U)` integrable. -/
def tstRate (β m E : ℝ) (U : ℝ → ℝ) : ℝ :=
  oneWayFlux β m * (Real.exp (-(β * E)) / ∫ x : ℝ, Real.exp (-(β * U x)))

/-- The potential of independent harmonic modes with angular frequencies `ω i` and common mass `m`.
-/
def harmonicModes {n : ℕ} (m : ℝ) (ω : Fin n → ℝ) (x : Fin n → ℝ) : ℝ :=
  ∑ i, harmonicWell m (ω i) (x i)

/-- The transition-state rate in `n + 1` dimensions: the flux through a flat dividing surface at
energy `E` with transverse potential `W`, normalized over the well `U`.
The domain is `β, m > 0` with both Boltzmann weights integrable. -/
def tstRateMulti {n : ℕ} (β m E : ℝ) (W : (Fin n → ℝ) → ℝ) (U : (Fin (n + 1) → ℝ) → ℝ) : ℝ :=
  oneWayFlux β m * (Real.exp (-(β * E)) * (∫ y, Real.exp (-(β * W y))) /
    ∫ x, Real.exp (-(β * U x)))

/-- The first moment of a Gaussian of parameter `b > 0` over the positive half-line is
`1 / (2 b)`. -/
theorem half_line_moment {b : ℝ} (hb : 0 < b) :
    ∫ p in Set.Ioi (0 : ℝ), p * Real.exp (-b * p ^ 2) = 1 / (2 * b) := by
  -- an antiderivative is `-exp (-b p²) / (2 b)`, which vanishes at infinity
  have hd : ∀ x ∈ Set.Ici (0 : ℝ), HasDerivAt
      (fun p : ℝ => -(1 / (2 * b)) * Real.exp (-b * p ^ 2)) (x * Real.exp (-b * x ^ 2)) x := by
    intro x _
    have h1 : HasDerivAt (fun y : ℝ => -b * y ^ 2) (-b * (2 * x)) x :=
      ((hasDerivAt_pow 2 x).const_mul (-b)).congr_deriv (by norm_num)
    exact (h1.exp.const_mul _).congr_deriv (by field_simp)
  have ht : Tendsto (fun p : ℝ => -(1 / (2 * b)) * Real.exp (-b * p ^ 2)) atTop
      (𝓝 (-(1 / (2 * b)) * 0)) :=
    Tendsto.const_mul _ (Real.tendsto_exp_atBot.comp
      (Tendsto.const_mul_atTop_of_neg (neg_lt_zero.2 hb) (tendsto_pow_atTop two_ne_zero)))
  rw [integral_Ioi_of_hasDerivAt_of_tendsto' hd
    (integrable_mul_exp_neg_mul_sq hb).integrableOn ht]
  simp

/-- For `β, m > 0` the one-way thermal flux is `1 / √(2 π β m)`. -/
theorem oneWayFlux_eq {β m : ℝ} (hβ : 0 < β) (hm : 0 < m) :
    oneWayFlux β m = 1 / Real.sqrt (2 * Real.pi * β * m) := by
  have h : ∀ q : ℝ, -(β * (q ^ 2 / (2 * m))) = -(β / (2 * m)) * q ^ 2 := fun q => by ring
  have hs : Real.sqrt (2 * Real.pi * β * m) = β * Real.sqrt (Real.pi / (β / (2 * m))) := by
    have e : 2 * Real.pi * β * m = β ^ 2 * (Real.pi / (β / (2 * m))) := by field_simp
    rw [e, Real.sqrt_mul (sq_nonneg β), Real.sqrt_sq hβ.le]
  have hZ : Real.sqrt (Real.pi / (β / (2 * m))) ≠ 0 := (Real.sqrt_pos.2 (by positivity)).ne'
  unfold oneWayFlux maxwellDensity
  simp only [h, integral_gaussian]
  rw [hs]
  generalize Real.sqrt (Real.pi / (β / (2 * m))) = Z at hZ ⊢
  -- pull the constants out of the momentum integral
  have e : ∀ p : ℝ, p / m * (Real.exp (-(β / (2 * m)) * p ^ 2) / Z) =
      1 / (m * Z) * (p * Real.exp (-(β / (2 * m)) * p ^ 2)) := by
    intro p
    field_simp
  simp only [e]
  rw [integral_const_mul, half_line_moment (by positivity)]
  field_simp

/-- For `β, m, ω > 0` the configuration integral of the harmonic well is `√(2 π / (β m)) / ω`. -/
theorem well_integral {β m ω : ℝ} (hβ : 0 < β) (hm : 0 < m) (hω : 0 < ω) :
    ∫ x : ℝ, Real.exp (-(β * harmonicWell m ω x)) =
      Real.sqrt (2 * Real.pi / (β * m)) / ω := by
  have h : ∀ x : ℝ, -(β * harmonicWell m ω x) = -(β * m * ω ^ 2 / 2) * x ^ 2 := by
    intro x
    unfold harmonicWell
    ring
  have e : Real.pi / (β * m * ω ^ 2 / 2) = 2 * Real.pi / (β * m) / ω ^ 2 := by field_simp
  simp only [h, integral_gaussian]
  rw [e, Real.sqrt_div (by positivity), Real.sqrt_sq hω.le]

/-- The momentum and position square roots multiply to `2 π` when `β, m > 0`. -/
theorem sqrt_mul_sqrt_eq {β m : ℝ} (hβ : 0 < β) (hm : 0 < m) :
    Real.sqrt (2 * Real.pi * β * m) * Real.sqrt (2 * Real.pi / (β * m)) = 2 * Real.pi := by
  have e : 2 * Real.pi * β * m * (2 * Real.pi / (β * m)) = (2 * Real.pi) ^ 2 := by field_simp
  rw [← Real.sqrt_mul (by positivity), e, Real.sqrt_sq (by positivity)]

/-- Harmonic transition-state theory in one dimension: for `β, m, ω > 0` the escape rate over a
barrier of energy `E` is `(ω / 2π) exp (-β E)`. -/
theorem tstRate_harmonic {β m ω : ℝ} (E : ℝ) (hβ : 0 < β) (hm : 0 < m) (hω : 0 < ω) :
    tstRate β m E (harmonicWell m ω) = ω / (2 * Real.pi) * Real.exp (-(β * E)) := by
  have key : ∀ a c : ℝ, a ≠ 0 → c ≠ 0 → a * c = 2 * Real.pi →
      1 / a * (Real.exp (-(β * E)) / (c / ω)) =
        ω / (2 * Real.pi) * Real.exp (-(β * E)) := by
    intro a c ha hc h
    rw [← h]
    field_simp
  unfold tstRate
  rw [oneWayFlux_eq hβ hm, well_integral hβ hm hω]
  exact key _ _ (Real.sqrt_pos.2 (by positivity)).ne' (Real.sqrt_pos.2 (by positivity)).ne'
    (sqrt_mul_sqrt_eq hβ hm)

/-- Arrhenius slope: for `β, m, ω > 0` the logarithm of the harmonic rate has derivative `-E`
with respect to the inverse temperature. -/
theorem arrhenius_slope {β m ω : ℝ} (E : ℝ) (hβ : 0 < β) (hm : 0 < m) (hω : 0 < ω) :
    HasDerivAt (fun b => Real.log (tstRate b m E (harmonicWell m ω))) (-E) β := by
  have hlin : HasDerivAt (fun b : ℝ => Real.log (ω / (2 * Real.pi)) + b * (-E)) (-E) β := by
    simpa using ((hasDerivAt_id β).mul_const (-E)).const_add (Real.log (ω / (2 * Real.pi)))
  refine hlin.congr_of_eventuallyEq ?_
  -- the closed form of the rate holds at all nearby positive temperatures
  filter_upwards [Ioi_mem_nhds hβ] with b hb
  have hpre : ω / (2 * Real.pi) ≠ 0 := by positivity
  rw [tstRate_harmonic E hb hm hω, Real.log_mul hpre (Real.exp_ne_zero _), Real.log_exp]
  ring

/-- Classical isotope effect: in the same potential `U` with integrable Boltzmann weight, the
rates of two particles of masses `m₁, m₂ > 0` at `β > 0` have the ratio `√(m₂ / m₁)`. -/
theorem isotope_ratio {β m₁ m₂ : ℝ} (E : ℝ) (U : ℝ → ℝ) (hβ : 0 < β) (h₁ : 0 < m₁)
    (h₂ : 0 < m₂) (hU : Integrable (fun x => Real.exp (-(β * U x)))) :
    tstRate β m₁ E U / tstRate β m₂ E U = Real.sqrt (m₂ / m₁) := by
  have key : ∀ a c X : ℝ, a ≠ 0 → c ≠ 0 → X ≠ 0 → 1 / a * X / (1 / c * X) = c / a := by
    intro a c X ha hc hX
    field_simp
  have e : m₂ / m₁ = 2 * Real.pi * β * m₂ / (2 * Real.pi * β * m₁) := by field_simp
  unfold tstRate
  rw [oneWayFlux_eq hβ h₁, oneWayFlux_eq hβ h₂, e, Real.sqrt_div (by positivity)]
  exact key _ _ _ (Real.sqrt_pos.2 (by positivity)).ne' (Real.sqrt_pos.2 (by positivity)).ne'
    (div_pos (Real.exp_pos _) (integral_exp_pos hU)).ne'

/-- For `β, m > 0` and positive angular frequencies, the configuration integral of `n` harmonic
modes is `√(2 π / (β m)) ^ n` divided by the product of the frequencies. -/
theorem modes_integral {n : ℕ} {β m : ℝ} {ω : Fin n → ℝ} (hβ : 0 < β) (hm : 0 < m)
    (hω : ∀ i, 0 < ω i) :
    ∫ x, Real.exp (-(β * harmonicModes m ω x)) =
      Real.sqrt (2 * Real.pi / (β * m)) ^ n / ∏ i, ω i := by
  have h : ∀ x : Fin n → ℝ, Real.exp (-(β * harmonicModes m ω x)) =
      ∏ i, Real.exp (-(β * harmonicWell m (ω i) (x i))) := by
    intro x
    rw [harmonicModes, Finset.mul_sum, ← Finset.sum_neg_distrib, Real.exp_sum]
  simp only [h]
  rw [integral_fintype_prod_volume_eq_prod
    (f := fun i (t : ℝ) => Real.exp (-(β * harmonicWell m (ω i) t))),
    Finset.prod_congr rfl (fun i _ => well_integral hβ hm (hω i))]
  simp only [Finset.prod_div_distrib, Finset.prod_const, Finset.card_univ, Fintype.card_fin]

/-- Vineyard formula: for `β, m > 0`, positive angular frequencies `ω` of the well and `ν` of the
transverse saddle modes, the rate is `exp (-β E) / 2π` times the ratio of the frequency products. -/
theorem vineyard_rate {n : ℕ} {β m : ℝ} {ω : Fin (n + 1) → ℝ} {ν : Fin n → ℝ} (E : ℝ)
    (hβ : 0 < β) (hm : 0 < m) (hω : ∀ i, 0 < ω i) (hν : ∀ j, 0 < ν j) :
    tstRateMulti β m E (harmonicModes m ν) (harmonicModes m ω) =
      (∏ i, ω i) / (∏ j, ν j) / (2 * Real.pi) * Real.exp (-(β * E)) := by
  -- all but one of the factors `c` cancel between saddle and well
  have key : ∀ a c P Q : ℝ, a ≠ 0 → c ≠ 0 → P ≠ 0 → Q ≠ 0 → a * c = 2 * Real.pi →
      1 / a * (Real.exp (-(β * E)) * (c ^ n / Q) / (c ^ (n + 1) / P)) =
        P / Q / (2 * Real.pi) * Real.exp (-(β * E)) := by
    intro a c P Q ha hc hP hQ h
    rw [← h, pow_succ]
    field_simp
  unfold tstRateMulti
  rw [oneWayFlux_eq hβ hm, modes_integral hβ hm hν, modes_integral hβ hm hω]
  exact key _ _ _ _ (Real.sqrt_pos.2 (by positivity)).ne' (Real.sqrt_pos.2 (by positivity)).ne'
    (Finset.prod_pos fun i _ => hω i).ne' (Finset.prod_pos fun j _ => hν j).ne'
    (sqrt_mul_sqrt_eq hβ hm)

end

end HarmonicTransitionState
```

```lean
#print axioms HarmonicTransitionState.tstRate_harmonic
-- 'HarmonicTransitionState.tstRate_harmonic' depends on axioms: [propext, Classical.choice, Quot.sound]
#print axioms HarmonicTransitionState.arrhenius_slope
-- 'HarmonicTransitionState.arrhenius_slope' depends on axioms: [propext, Classical.choice, Quot.sound]
#print axioms HarmonicTransitionState.isotope_ratio
-- 'HarmonicTransitionState.isotope_ratio' depends on axioms: [propext, Classical.choice, Quot.sound]
#print axioms HarmonicTransitionState.vineyard_rate
-- 'HarmonicTransitionState.vineyard_rate' depends on axioms: [propext, Classical.choice, Quot.sound]
```

## Reading the statements

`maxwellDensity`, `oneWayFlux` and `tstRate` are the three displayed definitions of ρ, J and k. The restriction to right-movers is the integration set `Set.Ioi (0 : ℝ)`. None of the definitions contains a closed form, so `oneWayFlux_eq` and `tstRate_harmonic` evaluate actual integrals. The positivity of β, m and ω appears as hypotheses, while E may have any sign.

`arrhenius_slope` states the derivative at β of the logarithm of the rate. `isotope_ratio` holds for an arbitrary `U : ℝ → ℝ` subject to `hU`, the integrability of the Boltzmann weight. Physically, `hU` says that `U` by itself confines the particle at the given temperature. A full potential that levels off or keeps falling beyond the barrier does not satisfy this. A double well does satisfy it, but the integral then counts both wells. In either case `U` has to stand for the initial well alone, continued upwards past the barrier. Without `hU` Lean would assign the integral the value 0, and the quotient of rates would lose its meaning.

In `tstRateMulti`, `W` is the transverse potential on a flat dividing surface and `U` is the well potential. The transverse momenta do not appear, because their normalised Maxwell factors integrate to 1. `vineyard_rate` inserts `harmonicModes` for both potentials. The index types `Fin (n + 1)` and `Fin n` enforce that the saddle has one real frequency fewer than the well.

## The improper integral behind the flux

Everything in the file that involves a rate passes through `half_line_moment`, and that lemma turns on Mathlib's `integral_Ioi_of_hasDerivAt_of_tendsto'`. This is the fundamental theorem of calculus on a half-line, and it asks for three things:

- a derivative at every point of the closed half-line, supplied by `hd`;
- integrability of that derivative, supplied by `integrable_mul_exp_neg_mul_sq`;
- a limit of the antiderivative at infinity, supplied by `ht`.

It returns the limit minus the value at the endpoint, which is the subtraction 0 − (−1/(2b)) above. The limit is proved by composition: −bp² tends to −∞, and the exponential then tends to 0.

The full-line integrals come from `integral_gaussian`. `oneWayFlux_eq` pulls the constant 1/(mZ) out of the momentum integral, `well_integral` gives the configuration integral, and `sqrt_mul_sqrt_eq` is the product 2π. In `tstRate_harmonic` the auxiliary statement `key` replaces the two square roots by nonzero numbers a and c with a · c = 2π, which leaves ordinary fraction algebra.

For the Arrhenius slope, the closed form holds only at positive inverse temperatures, so the proof uses that all points near β are positive. For several modes, `Real.exp_sum` turns the exponential of the sum into a product, and `integral_fintype_prod_volume_eq_prod` splits the integral into one-dimensional ones.

## Harmonic, classical and without recrossing

The theorems establish the value of k as defined. That this k is the escape rate of a real system is the physical assumption of transition-state theory: the well stays in thermal equilibrium, and every right-going crossing counts as an escape. Recrossing, friction, tunnelling and zero-point energy are absent.

The energy E is not tied to U, and nothing checks that it is the height of a saddle on the same surface. Likewise, Vineyard's formula is normally applied to one potential-energy surface expanded at its minimum and at its saddle. `vineyard_rate` starts after that expansion, with the modes already separated and the frequencies given. Finding the stationary points, diagonalising the Hessians and removing zero modes remain the code's responsibility.

All modes share the mass m. Atoms of different masses are brought to this form by mass-weighted coordinates, a transformation the file does not carry out. The error from replacing an anharmonic well by its harmonic continuation is not bounded either; it has to be judged for the system at hand.
